# If the energy of a finite simple graph is rational, it is an even integer

A table that lists a graph energy as exactly $7$ or $15/2$ may look plausible. For a finite simple graph both values are impossible: by the Bapat–Pati theorem, the sum $E=\sum_i|\lambda_i|$ over the adjacency eigenvalues $\lambda_i$ is either irrational or an even integer. A rounded $7.0$ may still stand for a nearby irrational number: the path on six atoms has energy $6.988$ to three decimals.

In the simplest form of Hückel theory, a non-interacting model with one site energy $\alpha$ and one hopping $\beta<0$, the Hamiltonian is $\alpha\mathbf 1+\beta A$, with $A$ the adjacency matrix. If every bonding level is doubly occupied and every antibonding level is empty, $E$ is the π energy in units of $\beta$, measured from $\alpha$ per electron. The theorem then rules out any such energy stated exactly as an odd integer or a non-integer fraction; it does not test rounded decimals.

## Symmetry: real levels

Hopping from $i$ to $j$ equals hopping from $j$ to $i$, so $A$ is real symmetric and its eigenvalues are real. In Lean this is `IsHermitian`, and `hA.eigenvalues` lists the eigenvalues with multiplicity. Its index runs over the finite vertex type `V`, but only as a label: level `i` does not belong to atom `i`.

```lean
import Mathlib

open Polynomial

namespace GraphEnergyParity

noncomputable section

variable {V : Type*} [Fintype V] [DecidableEq V]

/-- The spectral energy of a real symmetric matrix: the sum of the absolute values of its
eigenvalues, counted with multiplicity. -/
def spectralEnergy {A : Matrix V V ℝ} (hA : A.IsHermitian) : ℝ :=
  ∑ i, |hA.eigenvalues i|

omit [Fintype V] [DecidableEq V] in
/-- The real adjacency matrix of a simple graph is symmetric. -/
theorem adjMatrix_isHermitian (G : SimpleGraph V) [DecidableRel G.Adj] :
    (G.adjMatrix ℝ).IsHermitian :=
  Matrix.IsHermitian.ext fun i j => by simp [SimpleGraph.adjMatrix_apply, G.adj_comm]

/-- The energy of a finite simple graph: the sum of the absolute values of its adjacency
eigenvalues. -/
def graphEnergy (G : SimpleGraph V) [DecidableRel G.Adj] : ℝ :=
  spectralEnergy (adjMatrix_isHermitian G)
```

If $Av=\lambda v$ with $v\neq0$ and $p(A)=0$ for a polynomial $p$, then $0=p(A)v=p(\lambda)v$, so $p(\lambda)=0$. The proof says the same through spectra: $p(\lambda)$ lies in the spectrum of the zero matrix, which is $\{0\}$.

```lean
/-- A polynomial that annihilates a real symmetric matrix vanishes at each of its eigenvalues. -/
theorem eval_eigenvalue_eq_zero {A : Matrix V V ℝ} (hA : A.IsHermitian) (p : ℝ[X])
    (hp : aeval A p = 0) (i : V) : p.eval (hA.eigenvalues i) = 0 := by
  have : Nonempty V := ⟨i⟩
  have h : p.eval (hA.eigenvalues i) ∈ spectrum ℝ (aeval A p) :=
    spectrum.subset_polynomial_aeval A p ⟨_, hA.eigenvalues_mem_spectrum_real i, rfl⟩
  rw [hp, spectrum.zero_eq] at h
  exact Set.mem_singleton_iff.mp h
```

Without symmetry the parity of the energy can fail. A triangle with one-way hopping, whose matrix is not Hermitian and so is not the Hamiltonian of a closed system, has the cube roots of unity as eigenvalues, and their absolute values sum to $3$.

## Integer entries: equal bonds

Measured in units of $\beta$, every bond counts as $1$. Let $M$ be the matrix with its entries read as integers. Then $\det(x\mathbf 1-M)$ is a monic polynomial with integer coefficients, and each $\lambda_i$ is a root of it. Such roots are called algebraic integers, and sums of them are again algebraic integers. The lemma applies the previous one to the characteristic polynomial, which annihilates its matrix by Cayley–Hamilton.

```lean
/-- The eigenvalues of a symmetric matrix with integer entries are algebraic integers. -/
theorem eigenvalue_isIntegral (M : Matrix V V ℤ)
    (hM : (M.map (Int.castRingHom ℝ)).IsHermitian) (i : V) :
    IsIntegral ℤ (hM.eigenvalues i) := by
  -- the characteristic polynomial is monic with integer coefficients
  have h := eval_eigenvalue_eq_zero hM _ (Matrix.aeval_self_charpoly _) i
  rw [Matrix.charpoly_map, eval_map] at h
  exact ⟨M.charpoly, M.charpoly_monic, h⟩
```

With arbitrary rational weights the parity can fail: two atoms joined by a bond of weight $1/2$ have eigenvalues $\pm1/2$ and energy $1$.

## A rational total

This is a condition on the sum, not on the individual levels. Lean expresses it by a rational `q` and the equation `graphEnergy G = q`.

Let $P=\sum_i\max(\lambda_i,0)$ be the sum of the positive eigenvalues. Since $|x|=2\max(x,0)-x$ and $\sum_i\lambda_i=\operatorname{tr}A$,
$$E=2P-\operatorname{tr}A.$$
The proof checks the identity for $|x|$ separately for each sign.

```lean
/-- The spectral energy of a real symmetric matrix is twice the sum of its positive eigenvalues,
minus its trace. -/
theorem spectralEnergy_eq {A : Matrix V V ℝ} (hA : A.IsHermitian) :
    spectralEnergy hA = 2 * ∑ i, max (hA.eigenvalues i) 0 - A.trace := by
  have ht : A.trace = ∑ i, hA.eigenvalues i := by
    simpa using hA.trace_eq_sum_eigenvalues
  rw [spectralEnergy, ht, Finset.mul_sum, ← Finset.sum_sub_distrib]
  refine Finset.sum_congr rfl fun i _ => ?_
  rcases le_total 0 (hA.eigenvalues i) with h | h
  · rw [abs_of_nonneg h, max_eq_left h]
    ring
  · rw [abs_of_nonpos h, max_eq_right h]
    ring
```

Each term of $P$ is an eigenvalue or zero, so $P$ is an algebraic integer. If $E$ is rational, so is $P=(E+\operatorname{tr}M)/2$. Write $P=a/b$ in lowest terms, with $b>0$, as a root of $x^n+c_{n-1}x^{n-1}+\dots+c_0$ with integer $c_j$. Multiplying by $b^n$ gives
$$a^n=-b\,(c_{n-1}a^{n-1}+\dots+c_0b^{n-1}),$$
so $b$ divides $a^n$, which forces $b=1$. Lean takes this step from the fact that the integers are integrally closed.

```lean
/-- A real algebraic integer that is a rational number is an ordinary integer. -/
theorem integer_of_isIntegral_of_rational {x : ℝ} (hx : IsIntegral ℤ x) (r : ℚ)
    (hr : x = r) : ∃ k : ℤ, x = k := by
  have h1 : IsIntegral ℤ (algebraMap ℚ ℝ r) := by
    rw [eq_ratCast, ← hr]
    exact hx
  obtain ⟨k, hk⟩ := IsIntegrallyClosed.isIntegral_iff.mp
    ((isIntegral_algebraMap_iff (algebraMap ℚ ℝ).injective).mp h1)
  exact ⟨k, by rw [hr, ← hk]; simp⟩
```

Hence $P=k$ is an integer and $E=2k-\operatorname{tr}M$. This holds for every symmetric integer matrix whose spectral energy is rational, including those with loops and integer weights.

```lean
/-- Parity law: if the spectral energy of a symmetric matrix with integer entries is rational,
it is an even integer minus the trace. -/
theorem spectralEnergy_parity {A : Matrix V V ℝ} (hA : A.IsHermitian) (M : Matrix V V ℤ)
    (hM : M.map (Int.castRingHom ℝ) = A) (q : ℚ) (hq : spectralEnergy hA = q) :
    ∃ k : ℤ, spectralEnergy hA = 2 * (k : ℝ) - (M.trace : ℝ) := by
  subst hM
  have ht : (M.map (Int.castRingHom ℝ)).trace = (M.trace : ℝ) := by
    simp [Matrix.trace]
  have hE := spectralEnergy_eq hA
  rw [ht] at hE
  -- the sum of the positive eigenvalues is an algebraic integer
  have hint : IsIntegral ℤ (∑ i, max (hA.eigenvalues i) 0) := by
    refine IsIntegral.sum _ fun i _ => ?_
    rcases max_choice (hA.eigenvalues i) 0 with h | h
    · rw [h]
      exact eigenvalue_isIntegral M hA i
    · rw [h]
      exact isIntegral_zero
  -- it is also rational, hence an integer
  obtain ⟨k, hk⟩ := integer_of_isIntegral_of_rational hint ((q + (M.trace : ℚ)) / 2) (by
    push_cast
    linarith)
  exact ⟨k, by rw [hE, hk]⟩
```

Without rationality, $E$ need not be an integer: the path on three atoms has eigenvalues $\pm\sqrt2$ and $0$, so $E=2\sqrt2$.

## Zero diagonal: no site shifts

In a simple graph no vertex is its own neighbour. Physically, all site energies equal $\alpha$, which has been subtracted. So $\operatorname{tr}M=0$ and $E=2k$. As $E\ge0$, also $k\ge0$, and the proof turns the integer `k` into a natural number.

```lean
/-- Bapat-Pati theorem: if the energy of a finite simple graph is a rational number, then it is
an even natural number. -/
theorem bapat_pati (G : SimpleGraph V) [DecidableRel G.Adj] (q : ℚ)
    (hq : graphEnergy G = q) : ∃ k : ℕ, graphEnergy G = 2 * (k : ℝ) := by
  have hmap : (G.adjMatrix ℤ).map (Int.castRingHom ℝ) = G.adjMatrix ℝ := by
    ext i j
    by_cases h : G.Adj i j <;> simp [SimpleGraph.adjMatrix_apply, h]
  -- no vertex is its own neighbour, so the trace vanishes
  have htr : (G.adjMatrix ℤ).trace = 0 := by
    simp [Matrix.trace, SimpleGraph.adjMatrix_apply]
  obtain ⟨k, hk⟩ := spectralEnergy_parity (adjMatrix_isHermitian G) _ hmap q hq
  rw [htr, Int.cast_zero, sub_zero] at hk
  have hpos : 0 ≤ spectralEnergy (adjMatrix_isHermitian G) :=
    Finset.sum_nonneg fun i _ => abs_nonneg _
  have hk0 : (0 : ℝ) ≤ (k : ℝ) := by linarith
  have hk1 : 0 ≤ k := by exact_mod_cast hk0
  lift k to ℕ using hk1
  exact ⟨k, by rw [graphEnergy, hk, Int.cast_natCast]⟩
```

For a symmetric integer matrix with rational spectral energy, that energy is even exactly when the trace is even. A single site with a loop of weight one has trace $1$, and its energy is $1$ by `spectralEnergy_loop` below.

## Double bonds reach every even value

If $A^2=\mathbf 1$, the polynomial $x^2-1$ annihilates $A$. Every eigenvalue then has absolute value $1$, and $E$ is the dimension.

```lean
/-- A real symmetric matrix whose square is the identity has spectral energy equal to its
dimension. -/
theorem spectralEnergy_of_involution {A : Matrix V V ℝ} (hA : A.IsHermitian)
    (h : A * A = 1) : spectralEnergy hA = Fintype.card V := by
  have h1 : ∀ i, |hA.eigenvalues i| = 1 := fun i => by
    have h2 := eval_eigenvalue_eq_zero hA (X ^ 2 - 1) (by simp [pow_two, h]) i
    simp only [eval_sub, eval_pow, eval_X, eval_one] at h2
    refine (pow_eq_one_iff_of_nonneg (abs_nonneg _) two_ne_zero).mp ?_
    rw [sq_abs]
    linarith
  simp [spectralEnergy, h1]
```

In $k$ separate pairs of atoms, each atom has exactly one neighbour, so two hops lead back to the start and $A^2=\mathbf 1$. There are $2k$ atoms, hence $E=2k$; $k=0$ is the empty graph.

```lean
/-- The graph of `k` isolated double bonds: `k` separate pairs of atoms, each pair joined by
one edge. -/
def doubleBonds (k : ℕ) : SimpleGraph (Fin k × Bool) where
  Adj x y := x.1 = y.1 ∧ x.2 ≠ y.2
  symm := ⟨fun _ _ h => ⟨h.1.symm, h.2.symm⟩⟩
  loopless := ⟨fun _ h => h.2 rfl⟩

instance (k : ℕ) : DecidableRel (doubleBonds k).Adj :=
  fun x y => inferInstanceAs (Decidable (x.1 = y.1 ∧ x.2 ≠ y.2))
```

The proof compares the entries of $A^2$ and $\mathbf 1$ for each choice of the two positions within a pair.

```lean
/-- The graph of `k` isolated double bonds has energy `2 k`. -/
theorem graphEnergy_doubleBonds (k : ℕ) : graphEnergy (doubleBonds k) = 2 * (k : ℝ) := by
  have hadj : ∀ x y, (doubleBonds k).Adj x y ↔ x.1 = y.1 ∧ x.2 ≠ y.2 :=
    fun _ _ => Iff.rfl
  -- hopping twice along a double bond leads back to the starting atom
  have hsq : (doubleBonds k).adjMatrix ℝ * (doubleBonds k).adjMatrix ℝ = 1 := by
    ext ⟨a, s⟩ ⟨b, t⟩
    rw [Matrix.mul_apply, Fintype.sum_prod_type]
    cases s <;> cases t <;> simp [SimpleGraph.adjMatrix_apply, hadj, Matrix.one_apply]
  rw [graphEnergy, spectralEnergy_of_involution _ hsq]
  simp [mul_comm]
```

The loop is the $1\times1$ identity matrix, so the same lemma gives its energy.

```lean
/-- The `1 × 1` identity matrix, which describes a single site with a loop of weight one, has
spectral energy one. -/
theorem spectralEnergy_loop :
    spectralEnergy (A := (1 : Matrix (Fin 1) (Fin 1) ℝ)) Matrix.isHermitian_one = 1 := by
  rw [spectralEnergy_of_involution _ (one_mul 1)]
  simp

end

end GraphEnergyParity
```

```lean
#print axioms GraphEnergyParity.bapat_pati
#print axioms GraphEnergyParity.graphEnergy_doubleBonds
#print axioms GraphEnergyParity.spectralEnergy_loop
```

```
'GraphEnergyParity.bapat_pati' depends on axioms: [propext, Classical.choice, Quot.sound]
'GraphEnergyParity.graphEnergy_doubleBonds' depends on axioms: [propext, Classical.choice, Quot.sound]
'GraphEnergyParity.spectralEnergy_loop' depends on axioms: [propext, Classical.choice, Quot.sound]
```
